# For reciprocal bases, ‖aᵢ‖‖bᵢ‖ ≥ 2π, with equality exactly when aᵢ is orthogonal to all other aⱼ

Suppose the length of a reciprocal vector is estimated as $2\pi$ divided by the length of the matching direct vector. For the two in-plane vectors of a hexagonal cell the estimate is too short: the true length is larger by a factor $2/\sqrt3\approx1.155$. In an electronic-structure calculation on a perfect periodic crystal, a k-point mesh whose divisions are chosen from this estimate is then about 15% coarser along those directions than intended, apart from the effect of rounding the divisions to whole numbers. The results below say when the estimate is exact, and in the plane by how much it fails.

## Direct and reciprocal vectors

The direct vectors $a_i$ and reciprocal vectors $b_j$ live in a real inner product space `E` and are labelled by a type `ι`. Euclidean $\mathbb R^n$ with $n$ labels is the case of interest.

In Lean 4 with Mathlib:

```lean
import Mathlib

open Real

namespace ReciprocalBasisLengths

noncomputable section

variable {ι E : Type*} [NormedAddCommGroup E] [InnerProductSpace ℝ E]
```

Reciprocity means $a_i\cdot b_j=2\pi\delta_{ij}$. The field `diag` holds the case $i=j$, and `off` holds the rest. This is the physicist's convention; in the crystallographer's convention, without the $2\pi$, the bound would be 1.

```lean
/-- The vectors `b j` are reciprocal to the vectors `a i`: `a i · b j` is `2π` for `i = j`
and zero otherwise. -/
structure IsReciprocal (a b : ι → E) : Prop where
  diag : ∀ i, inner ℝ (a i) (b i) = 2 * π
  off : ∀ i j, i ≠ j → inner ℝ (a i) (b j) = 0
```

The $b_j$ are given vectors satisfying these relations. A different model would start from a basis of $\mathbb R^n$ and define the $b_j$ as $2\pi$ times its dual basis. Their existence would then be built in, but anyone with explicit reciprocal vectors would first have to identify them with the constructed ones.

No lattice of integer combinations appears here. That the $b_j$ generate the wave vectors $G$ with $e^{iG\cdot R}=1$ for all lattice vectors $R$ is the step left to the reader's crystallography.

## When the product of lengths equals 2π

Let $x\cdot y=2\pi$. Expanding the square gives

$$\big\|\|x\|^2y-2\pi x\big\|^2=\|x\|^4\|y\|^2-2(2\pi)^2\|x\|^2+(2\pi)^2\|x\|^2=\|x\|^2\big((\|x\|\|y\|)^2-(2\pi)^2\big).$$

The rewrites expand the norm and insert $x\cdot y=2\pi$; `ring` collects the terms.

```lean
/-- For two vectors with `x · y = 2π`, the excess of `(‖x‖ ‖y‖)²` over `(2π)²`, times `‖x‖²`,
is the squared length of `‖x‖² y - 2π x`. -/
theorem norm_sq_defect {x y : E} (h : inner ℝ x y = 2 * π) :
    ‖(‖x‖ ^ 2) • y - (2 * π) • x‖ ^ 2
      = ‖x‖ ^ 2 * ((‖x‖ * ‖y‖) ^ 2 - (2 * π) ^ 2) := by
  rw [norm_sub_sq_real, norm_smul, norm_smul, real_inner_smul_left, real_inner_smul_right,
    real_inner_comm x y, h]
  simp only [Real.norm_eq_abs, mul_pow, sq_abs]
  ring
```

If $\|x\|\|y\|=2\pi$, the right side vanishes, so $\|x\|^2y=2\pi x$. Conversely, if these vectors agree, the left side vanishes. Since $x\cdot y\neq0$, also $x\neq0$, and dividing by $\|x\|^2$ leaves $(\|x\|\|y\|)^2=(2\pi)^2$. Both $\|x\|\|y\|$ and $2\pi$ are nonnegative, so they are equal.

```lean
/-- Two vectors with `x · y = 2π` have `‖x‖ ‖y‖ = 2π` exactly when `‖x‖² y = 2π x`. -/
theorem norm_mul_norm_eq_iff_parallel {x y : E} (h : inner ℝ x y = 2 * π) :
    ‖x‖ * ‖y‖ = 2 * π ↔ (‖x‖ ^ 2) • y = (2 * π) • x := by
  have hd := norm_sq_defect h
  constructor
  · intro he
    rw [he, sub_self, mul_zero] at hd
    exact sub_eq_zero.mp (norm_eq_zero.mp (pow_eq_zero_iff two_ne_zero |>.mp hd))
  · intro he
    have hx : ‖x‖ ≠ 0 := by
      intro h0
      rw [norm_eq_zero.mp h0, inner_zero_left] at h
      linarith [Real.pi_pos]
    rw [he, sub_self, norm_zero, zero_pow two_ne_zero] at hd
    have hz := (mul_eq_zero.mp hd.symm).resolve_left (pow_ne_zero 2 hx)
    exact (sq_eq_sq₀ (by positivity) (by positivity)).mp (sub_eq_zero.mp hz)
```

## Orthogonality to a spanning family

If $a_j\cdot v=0$ for every $j$, then $v$ is orthogonal to every linear combination of the $a_j$. When they span the space, $v$ is itself such a combination, so $\|v\|^2=0$ and $v=0$. The induction over the span treats generators, zero, sums and multiples in turn.

```lean
/-- A vector orthogonal to every member of a family that spans the space is zero. -/
theorem eq_zero_of_orthogonal_to_span {a : ι → E}
    (hspan : Submodule.span ℝ (Set.range a) = ⊤) {v : E}
    (h : ∀ j, inner ℝ (a j) v = 0) : v = 0 := by
  have key : ∀ x ∈ Submodule.span ℝ (Set.range a), inner ℝ x v = 0 := by
    intro x hx
    induction hx using Submodule.span_induction with
    | mem x hx =>
      obtain ⟨j, rfl⟩ := hx
      exact h j
    | zero => exact inner_zero_left v
    | add x y _ _ hx hy => rw [inner_add_left, hx, hy, add_zero]
    | smul c x _ hx => rw [real_inner_smul_left, hx, mul_zero]
  have hv : v ∈ Submodule.span ℝ (Set.range a) := by
    rw [hspan]
    exact Submodule.mem_top
  exact (inner_self_eq_zero (𝕜 := ℝ)).mp (key v hv)
```

## The bound and its equality case

Cauchy–Schwarz gives $2\pi=a_i\cdot b_i\le\|a_i\|\|b_i\|$.

If equality holds, then $\|a_i\|^2b_i=2\pi a_i$. Taking the scalar product with $a_j$, $j\ne i$, gives $0=2\pi\,a_j\cdot a_i$.

Conversely, let $a_i$ be orthogonal to every other $a_j$, and set $w=\|a_i\|^2b_i-2\pi a_i$. Then

$$a_i\cdot w=2\pi\|a_i\|^2-2\pi\|a_i\|^2=0,\qquad a_j\cdot w=0\quad(j\neq i),$$

so $w=0$ and equality follows.

In the theorem, `hspan` says that the direct vectors span `E`. Linear independence need not be assumed: the scalar product of $\sum_i c_ia_i=0$ with $b_j$ gives $2\pi c_j=0$. In one dimension there is no other $a_j$, and equality always holds.

```lean
/-- Let the direct vectors `a i` span the space and let the `b i` be reciprocal to them. Then
`‖a i‖ ‖b i‖ ≥ 2π`, with equality if and only if `a i` is orthogonal to every other `a j`. -/
theorem two_pi_le_norm_mul_norm {a b : ι → E}
    (hspan : Submodule.span ℝ (Set.range a) = ⊤) (h : IsReciprocal a b) (i : ι) :
    2 * π ≤ ‖a i‖ * ‖b i‖ ∧
      (‖a i‖ * ‖b i‖ = 2 * π ↔ ∀ j, j ≠ i → inner ℝ (a i) (a j) = 0) := by
  constructor
  · -- the bound is the Cauchy-Schwarz inequality
    have hcs := real_inner_le_norm (a i) (b i)
    rwa [h.diag i] at hcs
  rw [norm_mul_norm_eq_iff_parallel (h.diag i)]
  constructor
  · -- `b i` is parallel to `a i` and orthogonal to the other `a j`
    intro he j hj
    have h1 := congrArg (fun v => inner ℝ (a j) v) he
    simp only [real_inner_smul_right] at h1
    rw [h.off j i hj, mul_zero] at h1
    rw [real_inner_comm]
    exact (mul_eq_zero.mp h1.symm).resolve_left (by positivity)
  · -- the difference of the two sides is orthogonal to all direct vectors
    intro ho
    refine sub_eq_zero.mp (eq_zero_of_orthogonal_to_span hspan fun j => ?_)
    rw [inner_sub_right, real_inner_smul_right, real_inner_smul_right]
    by_cases hj : j = i
    · rw [hj, h.diag i, real_inner_self_eq_norm_sq]
      ring
    · rw [h.off j i hj, real_inner_comm, ho j hj]
      ring
```

Without spanning, orthogonality no longer forces equality. In the plane, take the single direct vector $a_0=(1,0)$ and $b_0=(2\pi,1)$. The orthogonality condition is empty, yet $\|a_0\|\|b_0\|=\sqrt{4\pi^2+1}>2\pi$.

## The exact excess in the plane

Label the two direct vectors $a_0,a_1$ (textbooks often start at 1), with angle $\gamma$ between them. Write $A=\|a_0\|^2$, $B=\|a_1\|^2$, $c=a_0\cdot a_1$. Then

$$(AB-c^2)\,b_0=2\pi(Ba_0-ca_1),$$

because both sides have the same scalar products with $a_0$ and $a_1$. Multiplying by $b_0$ gives $(AB-c^2)\|b_0\|^2=(2\pi)^2B$. Since $AB-c^2=AB\sin^2\gamma$ and $B\neq0$,

$$\|a_0\|^2\|b_0\|^2\sin^2\gamma=(2\pi)^2.$$

As $0\le\gamma\le\pi$, the sine is nonnegative, and the square root gives $\|a_0\|\|b_0\|\sin\gamma=2\pi$. In the code, `hv` is the vector equation and `hG` its product with $b_0$.

```lean
/-- For a planar lattice whose direct vectors `a 0`, `a 1` span the plane and enclose the angle
`γ`, the reciprocal vector `b 0` satisfies `‖a 0‖ ‖b 0‖ sin γ = 2π`. -/
theorem planar_norm_mul_norm_mul_sin {a b : Fin 2 → E}
    (hspan : Submodule.span ℝ (Set.range a) = ⊤) (h : IsReciprocal a b) :
    ‖a 0‖ * ‖b 0‖ * Real.sin (InnerProductGeometry.angle (a 0) (a 1)) = 2 * π := by
  have h10 : inner ℝ (a 1) (b 0) = 0 := h.off 1 0 (by decide)
  -- solve for `b 0` in terms of the direct vectors
  have hv : (‖a 0‖ ^ 2 * ‖a 1‖ ^ 2 - inner ℝ (a 0) (a 1) ^ 2) • b 0
      - (2 * π) • ((‖a 1‖ ^ 2) • a 0 - (inner ℝ (a 0) (a 1)) • a 1) = 0 := by
    refine eq_zero_of_orthogonal_to_span hspan (Fin.forall_fin_two.mpr ⟨?_, ?_⟩)
    · simp only [inner_sub_right, real_inner_smul_right, real_inner_self_eq_norm_sq, h.diag 0]
      ring
    · simp only [inner_sub_right, real_inner_smul_right, real_inner_self_eq_norm_sq, h10]
      rw [real_inner_comm (a 0) (a 1)]
      ring
  -- project on `b 0` to obtain its length
  have hG := congrArg (fun v => inner ℝ v (b 0)) hv
  simp only [inner_sub_left, real_inner_smul_left, real_inner_self_eq_norm_sq, h.diag 0, h10,
    inner_zero_left] at hG
  have hB : ‖a 1‖ ≠ 0 := by
    intro h0
    have h1 := h.diag 1
    rw [norm_eq_zero.mp h0, inner_zero_left] at h1
    linarith [Real.pi_pos]
  have hs := Real.sin_sq_add_cos_sq (InnerProductGeometry.angle (a 0) (a 1))
  have hs0 : 0 ≤ Real.sin (InnerProductGeometry.angle (a 0) (a 1)) :=
    Real.sin_nonneg_of_nonneg_of_le_pi (InnerProductGeometry.angle_nonneg _ _)
      (InnerProductGeometry.angle_le_pi _ _)
  rw [← InnerProductGeometry.cos_angle_mul_norm_mul_norm (a 0) (a 1)] at hG
  refine (sq_eq_sq₀ (by positivity) (by positivity)).mp
    (mul_left_cancel₀ (pow_ne_zero 2 hB) ?_)
  linear_combination hG + ‖a 0‖ ^ 2 * ‖a 1‖ ^ 2 * ‖b 0‖ ^ 2 * hs
```

## The hexagonal lattice

With unit lattice constant, take $a_0=(1,0)$ and $a_1=(1/2,\sqrt3/2)$.

```lean
/-- Direct vectors `(1, 0)` and `(1/2, √3/2)` of the hexagonal lattice. -/
def hexDirect : Fin 2 → EuclideanSpace ℝ (Fin 2) :=
  ![!₂[1, 0], !₂[1 / 2, √3 / 2]]
```

Solving the duality relations gives $b_0=2\pi(1,-\sqrt3/3)$ and $b_1=2\pi(0,2\sqrt3/3)$.

```lean
/-- The vectors `2π (1, -√3/3)` and `2π (0, 2√3/3)` of the plane. -/
def hexReciprocal : Fin 2 → EuclideanSpace ℝ (Fin 2) :=
  ![!₂[2 * π, -(2 * π * √3 / 3)], !₂[0, 4 * π * √3 / 3]]
```

Scalar products are computed in components, $(p,q)\cdot(r,s)=pr+qs$.

```lean
/-- The scalar product of two vectors of the plane in Cartesian components. -/
theorem inner_plane (p q r s : ℝ) :
    inner ℝ (!₂[p, q] : EuclideanSpace ℝ (Fin 2)) !₂[r, s] = p * r + q * s := by
  simp [PiLp.inner_apply, Fin.sum_univ_two, mul_comm]
```

Any $x=(x_0,x_1)$ expands as

$$x=\Big(x_0-\tfrac{\sqrt3}{3}x_1\Big)a_0+\tfrac{2\sqrt3}{3}x_1\,a_1,$$

so the direct vectors span the plane. The four duality relations and $a_0\cdot a_1=1/2$ follow by components, using $\sqrt3\,\sqrt3=3$. The direct vectors are not orthogonal, so the inequality is strict here; with $\gamma=60^\circ$ the planar formula gives the factor $2/\sqrt3$ quoted at the start.

```lean
/-- The hexagonal direct vectors span the plane, `hexReciprocal` is reciprocal to them, and
the two direct vectors have scalar product `1/2`. -/
theorem hexagonal_witness :
    Submodule.span ℝ (Set.range hexDirect) = ⊤ ∧ IsReciprocal hexDirect hexReciprocal ∧
      inner ℝ (hexDirect 0) (hexDirect 1) = 1 / 2 := by
  have h3 : √3 * √3 = (3 : ℝ) := Real.mul_self_sqrt (by norm_num)
  refine ⟨?_, ⟨Fin.forall_fin_two.mpr ⟨?_, ?_⟩, Fin.forall_fin_two.mpr
    ⟨Fin.forall_fin_two.mpr ⟨fun h => absurd rfl h, fun _ => ?_⟩,
      Fin.forall_fin_two.mpr ⟨fun _ => ?_, fun h => absurd rfl h⟩⟩⟩, ?_⟩
  · -- expand an arbitrary vector in the direct vectors
    rw [eq_top_iff]
    intro x _
    have hx : x = (x 0 - x 1 * √3 / 3) • hexDirect 0 + (2 * √3 / 3 * x 1) • hexDirect 1 := by
      ext k
      revert k
      refine Fin.forall_fin_two.mpr ⟨?_, ?_⟩
      · simp [hexDirect]
        ring
      · simp [hexDirect]
        linear_combination (-(x 1) / 3) * h3
    rw [hx]
    exact Submodule.add_mem _
      (Submodule.smul_mem _ _ (Submodule.subset_span ⟨0, rfl⟩))
      (Submodule.smul_mem _ _ (Submodule.subset_span ⟨1, rfl⟩))
  all_goals simp only [hexDirect, hexReciprocal, Matrix.cons_val_zero, Matrix.cons_val_one,
    inner_plane]
  · ring
  · linear_combination (2 * π / 3) * h3
  · ring
  · linear_combination (-π / 3) * h3
  · ring

end

end ReciprocalBasisLengths
```

```lean
#print axioms ReciprocalBasisLengths.two_pi_le_norm_mul_norm
-- 'ReciprocalBasisLengths.two_pi_le_norm_mul_norm' depends on axioms: [propext, Classical.choice, Quot.sound]
#print axioms ReciprocalBasisLengths.planar_norm_mul_norm_mul_sin
-- 'ReciprocalBasisLengths.planar_norm_mul_norm_mul_sin' depends on axioms: [propext, Classical.choice, Quot.sound]
```
